# In a closed-shell determinant, an atom's population is its localisation index plus half its delocalisation indices

Take one doubly occupied orbital spread over two atoms, with weight w on atom 0 and 1 − w on atom 1. Both electrons are on atom 0 with probability w², and they are split between the atoms with probability 2w(1 − w). The mean number of electrons on atom 0 is therefore

2 · w² + 1 · 2w(1 − w) = 2w.

The first term is the localisation index λ_0 = 2w². The second is half the delocalisation index δ_01 = 4w(1 − w). The shared part is never negative, and it vanishes only for w = 0 or w = 1, which are the two solutions of w² = w.

With several occupied orbitals, the weight w becomes a matrix S^A for each atom A, and w² = w becomes the condition that S^A is a projector. With three or more atoms, S^A and S^B need not commute, and the product of two positive semidefinite matrices that do not commute is not itself positive semidefinite. That each δ_AB is still nonnegative therefore takes an argument.

## Overlap matrices and three indices

```lean
import Mathlib

open Matrix Finset
open scoped ComplexOrder MatrixOrder

namespace ValenceSumRules

noncomputable section

variable {ι n : Type*} [Fintype ι] [DecidableEq ι] [Fintype n] [DecidableEq n]
```

The type `ι` labels the atoms and `n` the occupied spatial orbitals; both are finite. The opened scopes supply two orderings. For a complex number, `0 ≤ z` means that z is real and nonnegative. For a matrix, `0 ≤ P` means that P is positive semidefinite.

```lean
/-- Atomic overlap matrices over the occupied orbitals: each is positive semidefinite,
and together they sum to the identity. -/
structure IsAtomicPartition (S : ι → Matrix n n ℂ) : Prop where
  posSemidef : ∀ A, (S A).PosSemidef
  sum_eq_one : ∑ A, S A = 1
```

`S` assigns to each atom a complex square matrix over the occupied orbitals. `IsAtomicPartition S` says two things about this family: every S^A is positive semidefinite, which in Mathlib includes being Hermitian, and

Σ_A S^A = I.

Physically, let space be divided among the atoms by weight functions w_A(r) ≥ 0 that add up to 1 at every point. With orthonormal occupied orbitals φ_i, the matrix elements are

S^A_ij = ∫ w_A(r) φ_i(r)* φ_j(r) dr.

Positivity comes from w_A ≥ 0, and the sum condition comes from Σ_A w_A = 1 and orthonormality. Sharp basins and overlapping "fuzzy" atoms both fit this description. The file starts from the matrices and takes the two properties as hypotheses; the integrals do not appear in it. Population schemes whose atomic matrices are not positive semidefinite are not covered.

```lean
/-- The electron population `N_A = 2 Re tr S^A` of an atom in a closed-shell determinant. -/
def population (S : ι → Matrix n n ℂ) (A : ι) : ℝ := 2 * (S A).trace.re
```

The population is N_A = 2 tr S^A, the factor 2 standing for double occupation. The suffix `.re` takes the real part, so that the population is a real number by type. Nothing is lost, because the diagonal of a Hermitian matrix is real.

```lean
/-- The localisation index `λ_A = 2 Re tr (S^A S^A)`. -/
def localisation (S : ι → Matrix n n ℂ) (A : ι) : ℝ := 2 * (S A * S A).trace.re
```

The localisation index is λ_A = 2 tr(S^A S^A).

```lean
/-- The delocalisation index `δ_AB = 4 Re tr (S^A S^B)`. -/
def delocalisation (S : ι → Matrix n n ℂ) (A B : ι) : ℝ := 4 * (S A * S B).trace.re
```

The delocalisation index is δ_AB = 4 tr(S^A S^B). These formulas belong to a single closed-shell determinant; open shells and correlated wave functions need other expressions. The definition also accepts B = A, where it gives 2λ_A, but the sum rule below uses only distinct atoms.

## The trace of a product as a sum of squares

```lean
/-- The product of two positive semidefinite matrices factors through a matrix `M` whose
squared moduli add up to the trace of the product. -/
theorem exists_overlap_amplitude {P Q : Matrix n n ℂ} (hP : P.PosSemidef)
    (hQ : Q.PosSemidef) : ∃ X M Y : Matrix n n ℂ, P * Q = Xᴴ * M * Y ∧
      (P * Q).trace = ((∑ i, ∑ j, Complex.normSq (M i j) : ℝ) : ℂ) := by
  obtain ⟨X, hX⟩ := CStarAlgebra.nonneg_iff_eq_star_mul_self.mp
    (Matrix.nonneg_iff_posSemidef.mpr hP)
  obtain ⟨Y, hY⟩ := CStarAlgebra.nonneg_iff_eq_star_mul_self.mp
    (Matrix.nonneg_iff_posSemidef.mpr hQ)
  rw [Matrix.star_eq_conjTranspose] at hX hY
  have hPQ : P * Q = Xᴴ * (X * Yᴴ) * Y := by
    rw [hX, hY]
    simp only [Matrix.mul_assoc]
  refine ⟨X, X * Yᴴ, Y, hPQ, ?_⟩
  -- cyclicity turns the trace into a squared Frobenius norm
  have hcyc : (P * Q).trace = ((X * Yᴴ) * (X * Yᴴ)ᴴ).trace := by
    rw [hPQ, Matrix.mul_assoc, Matrix.trace_mul_comm, Matrix.conjTranspose_mul,
      Matrix.conjTranspose_conjTranspose]
    simp only [Matrix.mul_assoc]
  rw [hcyc]
  generalize X * Yᴴ = M
  simp only [Matrix.trace, Matrix.diag_apply, Matrix.mul_apply,
    Matrix.conjTranspose_apply, Complex.ofReal_sum]
  exact Finset.sum_congr rfl fun i _ => Finset.sum_congr rfl fun j _ =>
    Complex.mul_conj (M i j)
```

For positive semidefinite P and Q, the theorem provides matrices X, M and Y with

PQ = X†MY and tr(PQ) = Σ_ij |M_ij|².

Lean writes the adjoint † as `ᴴ` and the squared modulus as `Complex.normSq`.

By hand, factor P = X†X and Q = Y†Y, and set M = XY†. Then

PQ = X†X Y†Y = X†(XY†)Y = X†MY.

Moving X† to the end under the trace gives

tr(PQ) = tr(XY† YX†) = tr(MM†) = Σ_ij M_ij M_ij* = Σ_ij |M_ij|².

The proof follows this order. The two `obtain` lines produce the factors X and Y, `hPQ` is the regrouping, and `hcyc` is the cyclic step. The last lines expand tr(MM†) into entries and apply z z* = |z|² to each one.

```lean
/-- The trace of a product of two positive semidefinite matrices is real and nonnegative. -/
theorem trace_mul_real_nonneg {P Q : Matrix n n ℂ} (hP : P.PosSemidef)
    (hQ : Q.PosSemidef) : (P * Q).trace.im = 0 ∧ 0 ≤ (P * Q).trace.re := by
  obtain ⟨X, M, Y, -, h⟩ := exists_overlap_amplitude hP hQ
  rw [h, Complex.ofReal_im, Complex.ofReal_re]
  exact ⟨rfl, Finset.sum_nonneg fun i _ => Finset.sum_nonneg fun j _ =>
    Complex.normSq_nonneg _⟩
```

The trace of PQ has zero imaginary part and nonnegative real part. This is read off from the sum of squares. It also shows that the real parts in the definitions of λ_A and δ_AB discard nothing when the overlap matrices are positive semidefinite.

```lean
omit [DecidableEq ι] in
/-- The delocalisation index of two atoms vanishes exactly when the product of their
overlap matrices vanishes. -/
theorem delocalisation_eq_zero_iff {S : ι → Matrix n n ℂ} (hS : IsAtomicPartition S)
    (A B : ι) : delocalisation S A B = 0 ↔ S A * S B = 0 := by
  constructor
  · intro h
    obtain ⟨X, M, Y, hM, ht⟩ :=
      exists_overlap_amplitude (hS.posSemidef A) (hS.posSemidef B)
    have h0 : ∑ i, ∑ j, Complex.normSq (M i j) = 0 := by
      unfold delocalisation at h
      rw [ht, Complex.ofReal_re] at h
      linarith
    -- a vanishing sum of squared moduli forces every entry to vanish
    have hM0 : M = 0 := by
      ext i j
      have hi := (Finset.sum_eq_zero_iff_of_nonneg (fun i _ =>
        Finset.sum_nonneg fun j _ => Complex.normSq_nonneg (M i j))).mp h0 i
          (Finset.mem_univ i)
      have hij := (Finset.sum_eq_zero_iff_of_nonneg (fun j _ =>
        Complex.normSq_nonneg (M i j))).mp hi j (Finset.mem_univ j)
      exact Complex.normSq_eq_zero.mp hij
    rw [hM, hM0, Matrix.mul_zero, Matrix.zero_mul]
  · intro h
    simp [delocalisation, h]
```

The delocalisation index of two atoms is zero exactly when the matrix product S^A S^B is zero.

From right to left this is immediate. For the other direction, apply the factorisation to P = S^A and Q = S^B. If δ_AB = 0, then

Σ_ij |M_ij|² = 0.

A sum of nonnegative terms vanishes only if each term does, so M = 0 and S^A S^B = X†MY = 0. In Lean, `h0` is the vanishing sum. The lemma `Finset.sum_eq_zero_iff_of_nonneg` is used twice, first for the rows and then for the entries within a row, and this yields `hM0`.

One number thus controls a whole matrix. For general matrices, a zero trace says much less.

## The sum rule and the atom that shares nothing

```lean
/-- Sum rule: the localisation index of an atom plus half its delocalisation indices with all other
atoms is its electron population. -/
theorem valence_sum_rule {S : ι → Matrix n n ℂ} (hS : IsAtomicPartition S) (A : ι) :
    localisation S A + (1 / 2) * ∑ B ∈ univ.erase A, delocalisation S A B
      = population S A := by
  have h : ∑ B, (S A * S B).trace.re = (S A).trace.re := by
    rw [← Complex.re_sum, ← Matrix.trace_sum, ← Finset.mul_sum, hS.sum_eq_one, mul_one]
  have hsplit := Finset.add_sum_erase univ (fun B => (S A * S B).trace.re)
    (Finset.mem_univ A)
  simp only [localisation, delocalisation, population, ← Finset.mul_sum]
  linarith
```

For every atom A,

λ_A + ½ Σ_{B≠A} δ_AB = N_A.

The set `univ.erase A` contains all atoms except A. By hand, multiply the resolution of the identity by S^A from the left and take the trace:

Σ_B tr(S^A S^B) = tr(S^A Σ_B S^B) = tr S^A.

Separate the term B = A and multiply by 2:

2 tr(S^A S^A) + 2 Σ_{B≠A} tr(S^A S^B) = 2 tr S^A.

The first term is λ_A, the second is half the sum of the δ_AB, and the right-hand side is N_A. The proof has the same parts: `h` is the traced identity, `hsplit` separates the term B = A, and `linarith` does the arithmetic. Positivity plays no role here.

For a closed-shell determinant, the rule can serve as a check on numerically integrated overlap matrices, since a mismatch between its two sides signals that the matrices do not sum exactly to the identity.

```lean
/-- For atomic overlap matrices, delocalisation indices are nonnegative, the localisation index of
an atom plus half its delocalisation indices with all other atoms is its population, and an atom has
`λ_A = N_A` exactly when its overlap matrix is a projector. -/
theorem localisation_delocalisation {S : ι → Matrix n n ℂ} (hS : IsAtomicPartition S)
    (A : ι) : (∀ B, 0 ≤ delocalisation S A B) ∧
      localisation S A + (1 / 2) * ∑ B ∈ univ.erase A, delocalisation S A B
        = population S A ∧
      (localisation S A = population S A ↔ (S A).IsHermitian ∧ S A * S A = S A) := by
  have hnn : ∀ B, 0 ≤ delocalisation S A B := fun B =>
    mul_nonneg (by norm_num)
      (trace_mul_real_nonneg (hS.posSemidef A) (hS.posSemidef B)).2
  have hrule := valence_sum_rule hS A
  refine ⟨hnn, hrule, fun h => ⟨(hS.posSemidef A).1, ?_⟩, fun h => ?_⟩
  · -- no electrons are shared, so all products with other atoms vanish
    have h0 : ∑ B ∈ univ.erase A, delocalisation S A B = 0 := by linarith
    have hz := (Finset.sum_eq_zero_iff_of_nonneg (fun B _ => hnn B)).mp h0
    have hsum : ∑ B, S A * S B = S A * S A :=
      Finset.sum_eq_single A
        (fun B _ hB => (delocalisation_eq_zero_iff hS A B).mp
          (hz B (Finset.mem_erase.mpr ⟨hB, Finset.mem_univ B⟩)))
        (fun hA => absurd (Finset.mem_univ A) hA)
    rw [← hsum, ← Finset.mul_sum, hS.sum_eq_one, mul_one]
  · rw [localisation, population, h.2]
```

This theorem joins three statements about an atom A by `∧`, "and". Every δ_AB is nonnegative; the sum rule holds; and λ_A = N_A if and only if S^A is Hermitian and satisfies S^A S^A = S^A, that is, if and only if it is an orthogonal projector.

The first two parts come from the earlier results. For the third, suppose that λ_A = N_A. The sum rule leaves

Σ_{B≠A} δ_AB = 0.

All terms are nonnegative, so each is zero, and therefore S^A S^B = 0 for every B ≠ A. Only one term survives in

S^A = S^A Σ_B S^B = Σ_B S^A S^B = S^A S^A.

Conversely, if S^A S^A = S^A, then 2 tr(S^A S^A) = 2 tr S^A, which is λ_A = N_A.

In the code, `hnn` is the nonnegativity and `hz` says that each index with another atom is zero. `hsum` reduces the sum of products to S^A S^A, and the following `rw` uses the resolution of the identity. Hermiticity is already part of the positivity hypothesis, `(hS.posSemidef A).1`.

In orbital terms, a projector has only the eigenvalues 0 and 1. The occupied orbitals can then be rotated among themselves so that each has weight 1 or weight 0 on atom A.

Both hypotheses matter, as small examples show. Without positivity, take one orbital and the 1 × 1 matrices S^0 = 2 and S^1 = −1. They sum to 1, but δ_01 = −8. The projector criterion fails as well, for two orbitals and

S^0 = diag(6/5, 2/5), S^1 = diag(−1/5, 3/5).

These sum to the identity, and tr S^0 = tr(S^0 S^0) = 8/5, so λ_0 = N_0. Yet S^0 is not a projector. The index δ_01 is zero only because the two diagonal entries of S^0 S^1, −6/25 and 6/25, cancel in the trace.

If the sum condition is dropped instead, a single atom with S^0 = 1/2 has λ_0 = 1/2 and N_0 = 1. There is no other atom to supply the difference, and the sum rule fails.

```lean
/-- Summed over the molecule, localisation indices and half the delocalisation indices of
all ordered pairs of distinct atoms give twice the number of occupied orbitals. -/
theorem total_electron_count {S : ι → Matrix n n ℂ} (hS : IsAtomicPartition S) :
    ∑ A, localisation S A + (1 / 2) * ∑ A, ∑ B ∈ univ.erase A, delocalisation S A B
      = 2 * (Fintype.card n : ℝ) := by
  have hN : ∀ A, localisation S A + (1 / 2) * ∑ B ∈ univ.erase A, delocalisation S A B
      = 2 * (S A).trace.re := fun A => valence_sum_rule hS A
  rw [Finset.mul_sum, ← Finset.sum_add_distrib, Finset.sum_congr rfl fun A _ => hN A,
    ← Finset.mul_sum, ← Complex.re_sum, ← Matrix.trace_sum, hS.sum_eq_one,
    Matrix.trace_one, Complex.natCast_re]
```

Adding the sum rule over all atoms gives

Σ_A λ_A + ½ Σ_A Σ_{B≠A} δ_AB = Σ_A N_A = 2 tr(Σ_A S^A) = 2 tr I.

The trace of the identity is the number of occupied orbitals, `Fintype.card n`, so the total is the number of electrons. The double sum runs over ordered pairs. Each pair of distinct atoms appears in it twice, as AB and as BA, and the factor ½ compensates for this. In the proof, `hN` is the sum rule for each atom, and the chain of rewrites carries out the summation over A.

## A core orbital and a polar bond

```lean
/-- Two atoms and two occupied orbitals: the first orbital lies wholly on atom 0, the second
has weight `w` on atom 0 and `1 - w` on atom 1. -/
def coreAndBond (w : ℝ) : Fin 2 → Matrix (Fin 2) (Fin 2) ℂ :=
  ![diagonal ![1, (w : ℂ)], diagonal ![0, ((1 - w : ℝ) : ℂ)]]
```

This is a model molecule with two atoms and two occupied orbitals, both numbered 0 and 1 as is usual for `Fin 2`. Its overlap matrices are

S^0 = diag(1, w), S^1 = diag(0, 1 − w).

Orbital 0 is a core orbital that lies entirely on atom 0. Orbital 1 is the shared orbital of the opening example.

```lean
/-- For `0 ≤ w ≤ 1` the core-and-bond model is an atomic partition, and its two atoms have
delocalisation index `4 w (1 - w)`. -/
theorem coreAndBond_witness {w : ℝ} (h0 : 0 ≤ w) (h1 : w ≤ 1) :
    IsAtomicPartition (coreAndBond w) ∧
      delocalisation (coreAndBond w) 0 1 = 4 * w * (1 - w) := by
  have hw : (0 : ℂ) ≤ (w : ℂ) := Complex.zero_le_real.mpr h0
  have hv : (0 : ℂ) ≤ ((1 - w : ℝ) : ℂ) := Complex.zero_le_real.mpr (by linarith)
  refine ⟨⟨fun A => ?_, ?_⟩, ?_⟩
  · fin_cases A
    · refine Matrix.posSemidef_diagonal_iff.mpr fun i => ?_
      fin_cases i
      · exact zero_le_one
      · exact hw
    · refine Matrix.posSemidef_diagonal_iff.mpr fun i => ?_
      fin_cases i
      · exact le_refl _
      · exact hv
  · ext i j
    fin_cases i <;> fin_cases j <;> simp [coreAndBond, Fin.sum_univ_two]
  · simp [delocalisation, coreAndBond, Fin.sum_univ_two]
    ring

end

end ValenceSumRules
```

For 0 ≤ w ≤ 1 the two matrices satisfy `IsAtomicPartition`, and

δ_01 = 4(1 · 0 + w(1 − w)) = 4w(1 − w).

A diagonal matrix is positive semidefinite when its diagonal entries are nonnegative, and this is where the bounds on w enter. The sum is diag(1, w + 1 − w) = I. In Lean, `fin_cases` runs through the atoms and matrix entries one at a time, while `simp` and `ring` evaluate the index.

The core orbital contributes nothing to the sharing. For atom 0,

λ_0 = 2 + 2w², N_0 = 2 + 2w,

and the difference 2w(1 − w) is half of δ_01, as the sum rule requires. At w = ½ the bond is evenly shared and δ_01 = 1. At w = 0 or w = 1 the pair belongs to one atom, δ_01 = 0, and both overlap matrices are projectors.

```lean
#print axioms ValenceSumRules.localisation_delocalisation
-- 'ValenceSumRules.localisation_delocalisation' depends on axioms: [propext, Classical.choice, Quot.sound]
#print axioms ValenceSumRules.total_electron_count
-- 'ValenceSumRules.total_electron_count' depends on axioms: [propext, Classical.choice, Quot.sound]
```
